# For positive definite A and g ≥ 0, the self-consistent shifted energy equation has exactly one non-positive solution

## Amplitudes, energy and shift

Let $\Phi_0$ be a reference determinant and let $\Phi_i$ be finitely many orthonormal excited determinants. With the Hamiltonian $H$ and the reference energy $E_0 = \langle\Phi_0|H|\Phi_0\rangle$, the matrix $A$ holds the elements $\langle\Phi_i|H-E_0|\Phi_j\rangle$, and the vector $b$ holds the couplings $\langle\Phi_i|H|\Phi_0\rangle$. All of them are real. At an energy shift $s$, the amplitudes $t(s)$ and the correlation energy $\varepsilon(s)$ are

$$t(s) = -(A-s)^{-1}b, \qquad \varepsilon(s) = -b^T(A-s)^{-1}b .$$

Some models of the coupled electron pair approximation (CEPA) type use one common shift that depends on the energy it produces: $s = gE$ with a fixed number $g \ge 0$. Others use different shifts for different electron pairs and are not treated here. The correlation energy must then satisfy

$$E = \varepsilon(gE) = -b^T(A-gE)^{-1}b .$$

For $g > 0$ and $b \ne 0$ this equation is nonlinear in $E$, and such an equation could have no solution or several. If $A$ is positive definite, exactly one solution has $E \le 0$, and it is at least the linearized energy $-b^TA^{-1}b$.

Positive definiteness means that every state built from the excited determinants alone has an energy expectation value above that of the reference. A nearly degenerate reference can violate this.

The choice $g=0$ is CEPA(0), which for double excitations alone is linearized coupled cluster, and $g=1$ is configuration interaction in the space of $\Phi_0$ and the $\Phi_i$. For these models and those in between, the result leaves exactly one non-positive root for a program to report, provided that $A$ is positive definite, the excitation space is finite and one common shift acts on all amplitudes. It says nothing about whether a particular iteration reaches that root.

In Lean, the excited determinants are labelled by a finite type `n`, which may be empty.

```lean
import Mathlib

open Matrix

namespace SelfConsistentCEPA

noncomputable section

variable {n : Type*} [Fintype n] [DecidableEq n]
```

The amplitudes are a function of the matrix, the coupling vector and the shift. The symbol `*ᵥ` is matrix times vector, and `s • 1` is the shift times the unit matrix. The amplitudes are in intermediate normalisation: the reference has coefficient 1, so its weight in the normalised state is $1/(1+t\cdot t)$.

```lean
/-- The amplitudes `t = -(A - s)⁻¹ b` at energy shift `s`, for `s` not an eigenvalue of `A`. -/
def amplitudes (A : Matrix n n ℝ) (b : n → ℝ) (s : ℝ) : n → ℝ :=
  -((A - s • (1 : Matrix n n ℝ))⁻¹ *ᵥ b)
```

The energy `shiftedEnergy A b s` is $\varepsilon(s)$, with `⬝ᵥ` for the dot product. It is a correlation energy, measured from the reference and not from zero total energy.

```lean
/-- The correlation energy `-bᵀ (A - s)⁻¹ b` at energy shift `s`, for `s` not an eigenvalue
of `A`. -/
def shiftedEnergy (A : Matrix n n ℝ) (b : n → ℝ) (s : ℝ) : ℝ :=
  -(b ⬝ᵥ ((A - s • (1 : Matrix n n ℝ))⁻¹ *ᵥ b))
```

That `A` and `b` come from a molecular Hamiltonian is an identification made in the text. The theorems take any real matrix with `A.PosDef`, which includes symmetry, and any real vector.

## Non-positive shifts keep the matrix invertible

For $s \le 0$ and $x \ne 0$,

$$x^T(A-s)x = x^TAx - s\,x\cdot x > 0,$$

because the first term is positive and the second is not negative. The matrix $A-s$ is also symmetric, so it is positive definite. In the proof, `nlinarith` combines the two signs.

```lean
/-- A positive definite matrix stays positive definite under a shift `s ≤ 0`. -/
theorem shifted_posDef {A : Matrix n n ℝ} (hA : A.PosDef) {s : ℝ} (hs : s ≤ 0) :
    (A - s • (1 : Matrix n n ℝ)).PosDef := by
  rw [Matrix.posDef_iff_dotProduct_mulVec]
  constructor
  · rw [Matrix.IsHermitian, Matrix.conjTranspose_sub, hA.isHermitian.eq,
      Matrix.conjTranspose_smul, Matrix.conjTranspose_one, star_trivial]
  · intro x hx
    have h1 := hA.dotProduct_mulVec_pos hx
    have h2 : 0 ≤ x ⬝ᵥ x := Finset.sum_nonneg fun i _ => mul_self_nonneg (x i)
    rw [star_trivial] at h1 ⊢
    rw [Matrix.sub_mulVec, Matrix.smul_mulVec, Matrix.one_mulVec, dotProduct_sub,
      dotProduct_smul, smul_eq_mul]
    nlinarith [mul_nonneg (neg_nonneg.mpr hs) h2]
```

The determinant of $A-s$ is therefore positive and the inverse is a true inverse. Multiplying $t(s)$ by $A-s$ gives the amplitude equation

$$b + (A-s)\,t(s) = 0 .$$

```lean
/-- For positive definite `A` and `s ≤ 0` the amplitudes solve `b + (A - s) t = 0`. -/
theorem amplitude_equation {A : Matrix n n ℝ} (hA : A.PosDef) (b : n → ℝ) {s : ℝ}
    (hs : s ≤ 0) : b + (A - s • (1 : Matrix n n ℝ)) *ᵥ amplitudes A b s = 0 := by
  have hu : IsUnit (A - s • (1 : Matrix n n ℝ)).det :=
    isUnit_iff_ne_zero.mpr (shifted_posDef hA hs).det_pos.ne'
  rw [amplitudes, Matrix.mulVec_neg, Matrix.mulVec_mulVec, Matrix.mul_nonsing_inv _ hu,
    Matrix.one_mulVec, add_neg_cancel]
```

The energy is the projection of the amplitudes on the coupling vector, $\varepsilon(s) = b\cdot t(s)$, directly from the definitions.

```lean
/-- The correlation energy is the coupling vector contracted with the amplitudes. -/
theorem shiftedEnergy_eq (A : Matrix n n ℝ) (b : n → ℝ) (s : ℝ) :
    shiftedEnergy A b s = b ⬝ᵥ amplitudes A b s := by
  rw [shiftedEnergy, amplitudes, dotProduct_neg]
```

## Lowering the shift never lowers the energy

Take $r \le s \le 0$ and write $x = t(s)$, $y = t(r)$. The two amplitude equations read

$$Ax = sx - b, \qquad Ay = ry - b .$$

Since $A$ is symmetric, $x\cdot Ay = y\cdot Ax$. Inserting the two equations gives $r\,x\cdot y - b\cdot x = s\,x\cdot y - b\cdot y$, and hence

$$\varepsilon(r)-\varepsilon(s) = b\cdot y - b\cdot x = (s-r)\,x\cdot y .$$

The overlap $x\cdot y$ still needs a lower bound. Subtracting the amplitude equations gives $(A-s)(x-y) = (s-r)\,y$. Because $A-s$ is positive definite,

$$0 \le (x-y)\cdot(A-s)(x-y) = (s-r)(x\cdot y - y\cdot y).$$

Together these yield

$$\varepsilon(r) \ge \varepsilon(s) + (s-r)\,t(r)\cdot t(r).$$

In the code, `hsym` is the symmetry relation, `hM` is the subtracted equation and `hd` is the positivity statement, into which `hM` is inserted. The final `linarith` combines `hsym` and `hd`.

```lean
/-- For positive definite `A`, lowering the shift from `s ≤ 0` to `r` raises the energy by at
least `s - r` times the squared norm of the amplitudes at `r`. -/
theorem energy_gap {A : Matrix n n ℝ} (hA : A.PosDef) (b : n → ℝ) {r s : ℝ}
    (hrs : r ≤ s) (hs : s ≤ 0) :
    shiftedEnergy A b s + (s - r) * (amplitudes A b r ⬝ᵥ amplitudes A b r)
      ≤ shiftedEnergy A b r := by
  have hx := amplitude_equation hA b hs
  have hy := amplitude_equation hA b (hrs.trans hs)
  rw [shiftedEnergy_eq, shiftedEnergy_eq]
  generalize amplitudes A b s = x at *
  generalize amplitudes A b r = y at *
  rw [Matrix.sub_mulVec, Matrix.smul_mulVec, Matrix.one_mulVec] at hx hy
  have hAx : A *ᵥ x = s • x - b := by linear_combination (norm := module) hx
  have hAy : A *ᵥ y = r • y - b := by linear_combination (norm := module) hy
  -- symmetry of `A` turns the energy difference into an overlap of amplitudes
  have hAt : Aᵀ = A := by
    rw [← Matrix.conjTranspose_eq_transpose_of_trivial]
    exact hA.isHermitian.eq
  have hsym : x ⬝ᵥ (A *ᵥ y) = y ⬝ᵥ (A *ᵥ x) := by
    rw [Matrix.dotProduct_mulVec, ← Matrix.mulVec_transpose, hAt, dotProduct_comm]
  rw [hAx, hAy, dotProduct_sub, dotProduct_sub, dotProduct_smul, dotProduct_smul,
    smul_eq_mul, smul_eq_mul, dotProduct_comm y x, dotProduct_comm x b,
    dotProduct_comm y b] at hsym
  -- positivity of `A - s` on the difference of the amplitudes bounds that overlap
  have hd := (shifted_posDef hA hs).posSemidef.dotProduct_mulVec_nonneg (x - y)
  have hM : (A - s • (1 : Matrix n n ℝ)) *ᵥ (x - y) = (s - r) • y := by
    rw [Matrix.sub_mulVec, Matrix.smul_mulVec, Matrix.one_mulVec, Matrix.mulVec_sub, hAx, hAy]
    module
  rw [star_trivial, hM, dotProduct_smul, sub_dotProduct, smul_eq_mul] at hd
  linarith
```

## Sign and continuity of the energy

If $b \ne 0$, the amplitude equation $(A-s)t = -b$ rules out $t = 0$. Positive definiteness then gives

$$0 < t\cdot(A-s)t = -\,b\cdot t = -\varepsilon(s),$$

so the energy is negative at every shift $s \le 0$.

```lean
/-- For positive definite `A`, nonzero coupling `b` and shift `s ≤ 0`, the correlation energy
is negative. -/
theorem shiftedEnergy_neg {A : Matrix n n ℝ} (hA : A.PosDef) {b : n → ℝ} (hb : b ≠ 0)
    {s : ℝ} (hs : s ≤ 0) : shiftedEnergy A b s < 0 := by
  have hM := eq_neg_of_add_eq_zero_right (amplitude_equation hA b hs)
  have ht : amplitudes A b s ≠ 0 := by
    intro h0
    rw [h0, Matrix.mulVec_zero] at hM
    exact hb (neg_eq_zero.mp hM.symm)
  have hp := (shifted_posDef hA hs).dotProduct_mulVec_pos ht
  rw [star_trivial, hM, dotProduct_neg, dotProduct_comm] at hp
  rw [shiftedEnergy_eq]
  linarith
```

The energy is also continuous there. By the adjugate formula,

$$(A-s)^{-1} = \frac{\operatorname{adj}(A-s)}{\det(A-s)},$$

where numerator and denominator are polynomial in $s$ and the denominator is positive for $s \le 0$. The energy is a finite sum of such entries times constants. `Set.Iic 0` is the half-line $s \le 0$.

```lean
/-- For positive definite `A` the correlation energy is continuous in the shift `s ≤ 0`. -/
theorem continuousOn_shiftedEnergy {A : Matrix n n ℝ} (hA : A.PosDef) (b : n → ℝ) :
    ContinuousOn (shiftedEnergy A b) (Set.Iic 0) := by
  have hM : Continuous fun s : ℝ => A - s • (1 : Matrix n n ℝ) :=
    continuous_const.sub (continuous_id.smul continuous_const)
  -- the inverse is the adjugate divided by a determinant that does not vanish
  have hinv : ContinuousOn (fun s : ℝ => (A - s • (1 : Matrix n n ℝ))⁻¹) (Set.Iic 0) := by
    simp only [Matrix.inv_def, Ring.inverse_eq_inv']
    exact (hM.matrix_det.continuousOn.inv₀ fun s hs => (shifted_posDef hA hs).det_pos.ne').smul
      hM.matrix_adjugate.continuousOn
  unfold shiftedEnergy
  simp only [dotProduct, Matrix.mulVec]
  refine (continuousOn_finsetSum _ fun i _ => continuousOn_const.mul
    (continuousOn_finsetSum _ fun j _ => ContinuousOn.mul ?_ continuousOn_const)).neg
  exact (continuous_id.matrix_elem i j).comp_continuousOn hinv
```

## Self-consistent energies are ordered by g

Let $0 \le g \le g'$, and let $E, E' \le 0$ satisfy $E = \varepsilon(gE)$ and $E' = \varepsilon(g'E')$. Suppose that $E' < E$. Then

$$gE - g'E' = g(E-E') + (g'-g)(-E') \ge 0,$$

so $g'E'$ is the lower of the two shifts. The previous inequality for energies then gives $E' = \varepsilon(g'E') \ge \varepsilon(gE) = E$, a contradiction. Hence $E \le E'$: a larger $g$ never lowers the self-consistent energy. The proof starts this contradiction with `by_contra`, and `hs` is the ordering of the shifts.

```lean
/-- For positive definite `A` and `0 ≤ g ≤ g'`, a self-consistent energy `E ≤ 0` with shift
`g E` lies at or below a self-consistent energy `E' ≤ 0` with shift `g' E'`. -/
theorem energy_mono {A : Matrix n n ℝ} (hA : A.PosDef) (b : n → ℝ) {g g' E E' : ℝ}
    (hg : 0 ≤ g) (hgg : g ≤ g') (hE : E ≤ 0) (hE' : E' ≤ 0)
    (h : E = shiftedEnergy A b (g * E)) (h' : E' = shiftedEnergy A b (g' * E')) :
    E ≤ E' := by
  by_contra hlt
  have hlt' : E' ≤ E := (not_le.mp hlt).le
  have hs : g' * E' ≤ g * E := by
    nlinarith [mul_nonneg hg (sub_nonneg.mpr hlt'),
      mul_nonneg (sub_nonneg.mpr hgg) (neg_nonneg.mpr hE')]
  have hgap := energy_gap hA b hs (mul_nonpos_of_nonneg_of_nonpos hg hE)
  have hyy : 0 ≤ amplitudes A b (g' * E') ⬝ᵥ amplitudes A b (g' * E') :=
    Finset.sum_nonneg fun i _ => mul_self_nonneg _
  have := mul_nonneg (sub_nonneg.mpr hs) hyy
  rw [← h, ← h'] at hgap
  exact hlt (by linarith)
```

## Existence, uniqueness and the linearized bound

Consider $f(E) = E - \varepsilon(gE)$ on the interval $[\varepsilon(0), 0]$. This interval makes sense because $\varepsilon(0) \le 0$, with equality when $b = 0$. At the ends,

$$f(\varepsilon(0)) = \varepsilon(0) - \varepsilon(g\,\varepsilon(0)) \le 0, \qquad f(0) = -\varepsilon(0) \ge 0 .$$

The first sign holds because $g\,\varepsilon(0) \le 0$ and lowering the shift does not lower the energy. Since $f$ is continuous, it has a zero in the interval, which is a self-consistent energy. The code obtains it from `intermediate_value_Icc`.

For uniqueness, apply the ordering with $g' = g$ to two solutions, once in each direction. Each is at most the other, so they are equal. For the lower bound, note that $\varepsilon(0) = -b^TA^{-1}b$ is the self-consistent energy at $g = 0$, and compare it with the solution at $g$.

The theorem has two parts. The part with `∃!` says that exactly one real `E` is both non-positive and self-consistent. The second part says that every such `E` is at least `-(b ⬝ᵥ (A⁻¹ *ᵥ b))`.

```lean
/-- For positive definite `A` and `g ≥ 0`, the equation `E = -bᵀ (A - g E)⁻¹ b` has exactly one
solution `E ≤ 0`, and this solution is at least the linearized energy `-bᵀ A⁻¹ b`. -/
theorem existsUnique_selfConsistent_energy {A : Matrix n n ℝ} (hA : A.PosDef) (b : n → ℝ)
    {g : ℝ} (hg : 0 ≤ g) :
    (∃! E : ℝ, E ≤ 0 ∧ E = shiftedEnergy A b (g * E)) ∧
      ∀ E : ℝ, E ≤ 0 → E = shiftedEnergy A b (g * E) → -(b ⬝ᵥ (A⁻¹ *ᵥ b)) ≤ E := by
  have hL : shiftedEnergy A b 0 ≤ 0 := by
    by_cases hb : b = 0
    · simp [shiftedEnergy, hb]
    · exact (shiftedEnergy_neg hA hb le_rfl).le
  constructor
  · -- existence: `E - shiftedEnergy (g E)` changes sign between the linearized energy and zero
    have hc : ContinuousOn (fun E : ℝ => E - shiftedEnergy A b (g * E))
        (Set.Icc (shiftedEnergy A b 0) 0) :=
      continuousOn_id.sub ((continuousOn_shiftedEnergy hA b).comp
        (continuous_const.mul continuous_id).continuousOn
        fun E hE => mul_nonpos_of_nonneg_of_nonpos hg hE.2)
    have hs : g * shiftedEnergy A b 0 ≤ 0 := mul_nonpos_of_nonneg_of_nonpos hg hL
    have hgap := energy_gap hA b hs le_rfl
    have hyy : 0 ≤ amplitudes A b (g * shiftedEnergy A b 0) ⬝ᵥ
        amplitudes A b (g * shiftedEnergy A b 0) :=
      Finset.sum_nonneg fun i _ => mul_self_nonneg _
    have hprod := mul_nonneg (sub_nonneg.mpr hs) hyy
    obtain ⟨E, hE, hzero⟩ := intermediate_value_Icc hL hc
      (show (0 : ℝ) ∈ Set.Icc _ _ from
        ⟨by linarith, by simpa only [mul_zero, zero_sub, neg_nonneg] using hL⟩)
    have hfix : E = shiftedEnergy A b (g * E) := sub_eq_zero.mp hzero
    exact ⟨E, ⟨hE.2, hfix⟩, fun F hF => le_antisymm
      (energy_mono hA b hg le_rfl hF.1 hE.2 hF.2 hfix)
      (energy_mono hA b hg le_rfl hE.2 hF.1 hfix hF.2)⟩
  · -- the linearized energy is the self-consistent energy at `g = 0`
    intro E hE h
    have h0 := energy_mono hA b le_rfl hg hL hE (by rw [zero_mul]) h
    simpa [shiftedEnergy] using h0
```

The bound is strict when $g > 0$ and $b \ne 0$. In that case $E = \varepsilon(gE) < 0$, so $gE < 0$. The amplitudes $t(gE)$ are nonzero because their projection on $b$ is the nonzero energy $E$. Comparing the shifts $gE$ and $0$ gives

$$E \ge \varepsilon(0) - gE\;t(gE)\cdot t(gE) > \varepsilon(0).$$

```lean
/-- For positive definite `A`, `b ≠ 0` and `g > 0`, a self-consistent energy `E ≤ 0` lies
strictly above the linearized energy. -/
theorem linearized_lt_selfConsistent {A : Matrix n n ℝ} (hA : A.PosDef) {b : n → ℝ}
    (hb : b ≠ 0) {g E : ℝ} (hg : 0 < g) (hE : E ≤ 0)
    (h : E = shiftedEnergy A b (g * E)) : -(b ⬝ᵥ (A⁻¹ *ᵥ b)) < E := by
  have hs : g * E ≤ 0 := mul_nonpos_of_nonneg_of_nonpos hg.le hE
  have hneg := shiftedEnergy_neg hA hb hs
  have hgE : g * E < 0 := mul_neg_of_pos_of_neg hg (h.trans_lt hneg)
  have hgap := energy_gap hA b hs le_rfl
  have hy : amplitudes A b (g * E) ≠ 0 := by
    intro h0
    rw [shiftedEnergy_eq, h0, dotProduct_zero] at hneg
    exact lt_irrefl _ hneg
  have hyy : 0 < amplitudes A b (g * E) ⬝ᵥ amplitudes A b (g * E) :=
    lt_of_le_of_ne (Finset.sum_nonneg fun i _ => mul_self_nonneg _)
      fun h0 => hy (dotProduct_self_eq_zero.mp h0.symm)
  have hprod := mul_pos (sub_pos.mpr hgE) hyy
  have h0 : shiftedEnergy A b 0 < E := by
    rw [← h] at hgap
    linarith
  simpa [shiftedEnergy] using h0
```

## One amplitude with two roots

Take a single excited determinant with $A = 3$ and $b = 2$, in any energy unit. The linearized energy is $-4/3$. For $g = 1$ the equation is

$$E = -\frac{4}{3-E}, \qquad\text{that is}\qquad E^2 - 3E - 4 = (E+1)(E-4) = 0 .$$

The non-positive solution is $E = -1$, which lies above $-4/3$ as it must. Its amplitude is $t = -2/4 = -1/2$, so the normalised state is $(2,-1)/\sqrt5$ and the reference has weight $4/5$. The energy inequality between the shifts $-1$ and $0$ reads $-1 \ge -4/3 + 1/4$, which is true.

For $g = 1/2$ the equation becomes $E^2 - 6E - 8 = 0$, with non-positive solution $E = 3 - \sqrt{17} \approx -1.123$. This lies between the values for $g = 0$ and $g = 1$, in agreement with the ordering.

The other root at $g = 1$, $E = 4$, belongs to the upper eigenvector $(1,2)/\sqrt5$ of the two-state Hamiltonian. It shows that uniqueness can fail when positive energies are admitted. The last theorem confirms both roots at $g = 1$: it finds the two $1\times1$ inverses, $1/4$ and $-1$, and evaluates the energies.

```lean
/-- For the single amplitude `A = 3`, `b = 2` with `g = 1`, both `E = -1` and `E = 4` solve the
self-consistent equation. -/
theorem positive_root_example :
    (-1 : ℝ) = shiftedEnergy !![3] ![2] (1 * (-1)) ∧
      (4 : ℝ) = shiftedEnergy !![3] ![2] (1 * 4) := by
  have h1 : (!![3] - ((1 : ℝ) * (-1)) • (1 : Matrix (Fin 1) (Fin 1) ℝ))⁻¹ = !![1 / 4] :=
    Matrix.inv_eq_right_inv (by
      ext i j
      fin_cases i
      fin_cases j
      norm_num [Matrix.mul_apply])
  have h2 : (!![3] - ((1 : ℝ) * 4) • (1 : Matrix (Fin 1) (Fin 1) ℝ))⁻¹ = !![-1] :=
    Matrix.inv_eq_right_inv (by
      ext i j
      fin_cases i
      fin_cases j
      norm_num [Matrix.mul_apply])
  rw [shiftedEnergy, shiftedEnergy, h1, h2]
  constructor <;> norm_num [Matrix.mulVec, dotProduct]

end

end SelfConsistentCEPA
```

```lean
#print axioms SelfConsistentCEPA.existsUnique_selfConsistent_energy
#print axioms SelfConsistentCEPA.linearized_lt_selfConsistent
#print axioms SelfConsistentCEPA.positive_root_example
```

```
'SelfConsistentCEPA.existsUnique_selfConsistent_energy' depends on axioms: [propext, Classical.choice, Quot.sound]
'SelfConsistentCEPA.linearized_lt_selfConsistent' depends on axioms: [propext, Classical.choice, Quot.sound]
'SelfConsistentCEPA.positive_root_example' depends on axioms: [propext, Classical.choice, Quot.sound]
```
